# The finite Fuglede theorem from traces of commutators

Suppose two commuting Hermitian matrices A and B have been combined into N = A + iB, for example x + iy built from two coordinates that are diagonal on a finite grid, and a calculation has found [N, X] = 0 for some matrix X that need not be Hermitian. The next step is to conclude that X commutes with A and with B separately. Since A = (N + N†)/2 and B = (N − N†)/2i, this needs [N†, X] = 0 as well. Such an N is normal, N†N = NN†, and for normal matrices of finite size the problems below show that [N, X] = 0 and [N†, X] = 0 are equivalent. The splitting into A and B is only motivation and is left unchecked in Lean. The theorems named after Fuglede and Putnam also cover operators on infinite-dimensional Hilbert spaces, where a trace need not exist; here only finite complex matrices are treated.

## Setting

The index types `m` and `n` label two finite orthonormal bases, which may differ in size, and `Cᴴ` is the conjugate transpose C†.

```lean
import Mathlib

open Matrix

namespace FugledeTrace

noncomputable section

variable {m n : Type*} [Fintype m] [Fintype n]
```

The commutator is [A, B] = AB − BA, with no factor of i or ħ.

```lean
/-- The commutator `[A, B] = A B - B A` of two square complex matrices. -/
def matComm (A B : Matrix n n ℂ) : Matrix n n ℂ := A * B - B * A
```

For N of size m×m, M of size n×n and X of size m×n, the defect NX − XM vanishes when X intertwines M with N. For M = N it is the commutator [N, X].

```lean
/-- The defect `N X - X M` by which a rectangular matrix `X` fails to intertwine `M` with `N`. -/
def intertwineDefect (N : Matrix m m ℂ) (M : Matrix n n ℂ) (X : Matrix m n ℂ) :
    Matrix m n ℂ := N * X - X * M
```

The squared Hilbert–Schmidt norm is ‖C‖² = tr(C†C). It is defined as a complex number; part (a) shows that it is real.

```lean
/-- The squared Hilbert-Schmidt norm `tr(C† C)`. -/
def hsNormSq (C : Matrix m n ℂ) : ℂ := trace (Cᴴ * C)
```

Normality is the equation N†N = NN†. It is a hypothesis on the matrix, and no eigenbasis is assumed or used.

```lean
/-- A matrix is normal when it commutes with its adjoint. -/
def IsNormal (N : Matrix n n ℂ) : Prop := Nᴴ * N = N * Nᴴ
```

Three fixed matrices serve as examples. With sites labelled 0, 1, 2, the shift S sends |1⟩ to |0⟩, |2⟩ to |1⟩ and |0⟩ to |2⟩.

```lean
/-- The cyclic shift operator on a ring of three sites. -/
def ringShift : Matrix (Fin 3) (Fin 3) ℂ := !![0, 1, 0; 0, 0, 1; 1, 0, 0]
```

The projector is P = |0⟩⟨0|.

```lean
/-- The projector onto the first site of the three-site ring. -/
def siteProj : Matrix (Fin 3) (Fin 3) ℂ := !![1, 0, 0; 0, 0, 0; 0, 0, 0]
```

The raising matrix is σ₊ = |↑⟩⟨↓|, with spin up as the first basis vector.

```lean
/-- The spin-1/2 raising matrix. -/
def raising : Matrix (Fin 2) (Fin 2) ℂ := !![0, 1; 0, 0]
```

## (a) The norm as a sum

Task. Show that tr(C†C) is the sum of the squared moduli of all elements of C.

Solution. Since (C†)ⱼᵢ is the complex conjugate Cᵢⱼ*,

tr(C†C) = Σⱼ Σᵢ Cᵢⱼ* Cᵢⱼ = Σᵢ Σⱼ |Cᵢⱼ|².

In Lean, `Complex.normSq` is |z|², the right side is a real number read as a complex one, `Finset.sum_comm` exchanges the two sums, and the last line is |z|² = z*z term by term.

```lean
/-- `tr(C† C)` is the sum of the squared moduli of all matrix elements of `C`. -/
theorem hsNormSq_eq_sum (C : Matrix m n ℂ) :
    hsNormSq C = ((∑ i, ∑ j, Complex.normSq (C i j) : ℝ) : ℂ) := by
  simp only [hsNormSq, Matrix.trace, Matrix.diag_apply, Matrix.mul_apply,
    Matrix.conjTranspose_apply]
  rw [Finset.sum_comm]
  simp only [Complex.ofReal_sum]
  refine Finset.sum_congr rfl fun i _ => Finset.sum_congr rfl fun j _ => ?_
  exact (Complex.normSq_eq_conj_mul_self (z := C i j)).symm
```

## (b) The norm vanishes only at zero

Task. Show that ‖C‖² = 0 if and only if C = 0.

Solution. If C = 0 the trace is zero. Conversely, by (a) the sum Σᵢ Σⱼ |Cᵢⱼ|² is zero. Each row sum is nonnegative, so each row sum is zero; each term in a row is nonnegative, so each |Cᵢⱼ|² is zero. The two stages are `h1` for the row and `h2` for the element.

```lean
/-- `tr(C† C)` vanishes exactly when `C` is the zero matrix. -/
theorem hsNormSq_eq_zero_iff (C : Matrix m n ℂ) : hsNormSq C = 0 ↔ C = 0 := by
  constructor
  · intro h
    rw [hsNormSq_eq_sum, Complex.ofReal_eq_zero] at h
    ext i j
    -- a vanishing sum of nonnegative terms has vanishing terms
    have hrow : ∀ k ∈ (Finset.univ : Finset m), 0 ≤ ∑ l, Complex.normSq (C k l) :=
      fun k _ => Finset.sum_nonneg fun l _ => Complex.normSq_nonneg _
    have hent : ∀ l ∈ (Finset.univ : Finset n), 0 ≤ Complex.normSq (C i l) :=
      fun l _ => Complex.normSq_nonneg _
    have h1 := (Finset.sum_eq_zero_iff_of_nonneg hrow).1 h i (Finset.mem_univ i)
    have h2 := (Finset.sum_eq_zero_iff_of_nonneg hent).1 h1 j (Finset.mem_univ j)
    simpa using Complex.normSq_eq_zero.1 h2
  · intro h
    simp [h, hsNormSq]
```

## (c) The difference of the two defect norms

Task. For arbitrary N, M, X, with no normality assumed, show that

‖NX − XM‖² − ‖N†X − XM†‖² = tr([N†, N] XX†) − tr([M†, M] X†X).

Solution. Put C = NX − XM and D = N†X − XM†. Then C† = X†N† − M†X† and D† = X†N − MX†, so

C†C = X†N†NX − X†N†XM − M†X†NX + M†X†XM,

D†D = X†NN†X − X†NXM† − MX†N†X + MX†XM†.

Moving the first factor to the end under the trace gives, for the cross terms,

tr(MX†N†X) = tr(X†N†XM),

tr(M†X†NX) = tr(X†NXM†).

The cross terms of C†C and D†D therefore have the same total trace and drop out of the difference. The remaining four terms are

tr(X†N†NX) = tr(N†N XX†),  tr(X†NN†X) = tr(NN† XX†),

tr(M†X†XM) = tr(MM† X†X),  tr(MX†XM†) = tr(M†M X†X).

The difference is tr((N†N − NN†)XX†) + tr((MM† − M†M)X†X), and MM† − M†M = −[M†, M].

The cross-term identities are `h2` and `h3`, and the other four are `h1`, `h4`, `h5`, `h6` in the order written. The `simp only` call performs the expansion, and `linear_combination` adds the six cyclic identities with the signs required.

```lean
/-- For arbitrary `N`, `M`, `X`, the squared Hilbert-Schmidt norms of `N X - X M` and of
`N† X - X M†` differ by `tr([N†, N] X X†) - tr([M†, M] X† X)`. -/
theorem hsNormSq_defect_sub (N : Matrix m m ℂ) (M : Matrix n n ℂ) (X : Matrix m n ℂ) :
    hsNormSq (intertwineDefect N M X) - hsNormSq (intertwineDefect Nᴴ Mᴴ X)
      = trace (matComm Nᴴ N * (X * Xᴴ)) - trace (matComm Mᴴ M * (Xᴴ * X)) := by
  -- cyclicity of the trace, one factor moved to the end each time
  have h1 : trace (Xᴴ * (Nᴴ * (N * X))) = trace (Nᴴ * (N * (X * Xᴴ))) := by
    rw [Matrix.trace_mul_comm]; simp only [Matrix.mul_assoc]
  have h2 : trace (M * (Xᴴ * (Nᴴ * X))) = trace (Xᴴ * (Nᴴ * (X * M))) := by
    rw [Matrix.trace_mul_comm]; simp only [Matrix.mul_assoc]
  have h3 : trace (Mᴴ * (Xᴴ * (N * X))) = trace (Xᴴ * (N * (X * Mᴴ))) := by
    rw [Matrix.trace_mul_comm]; simp only [Matrix.mul_assoc]
  have h4 : trace (Xᴴ * (N * (Nᴴ * X))) = trace (N * (Nᴴ * (X * Xᴴ))) := by
    rw [Matrix.trace_mul_comm]; simp only [Matrix.mul_assoc]
  have h5 : trace (M * (Mᴴ * (Xᴴ * X))) = trace (Mᴴ * (Xᴴ * (X * M))) := by
    rw [Matrix.trace_mul_comm]; simp only [Matrix.mul_assoc]
  have h6 : trace (Mᴴ * (M * (Xᴴ * X))) = trace (M * (Xᴴ * (X * Mᴴ))) := by
    rw [Matrix.trace_mul_comm]; simp only [Matrix.mul_assoc]
  -- expand both norms; the cross terms cancel by h2 and h3
  simp only [hsNormSq, intertwineDefect, matComm, Matrix.conjTranspose_sub,
    Matrix.conjTranspose_mul, Matrix.conjTranspose_conjTranspose, Matrix.sub_mul,
    Matrix.mul_sub, Matrix.trace_sub, Matrix.mul_assoc]
  linear_combination h1 + h2 - h3 - h4 - h5 + h6
```

## (d) The square case

Task. For arbitrary square N and X of the same size, show that

‖[N, X]‖² − ‖[N†, X]‖² = tr([N†, N] [X, X†]).

Solution. Set M = N in (c). Both terms on the right carry the factor [N†, N], and linearity of the trace combines them:

tr([N†, N] XX†) − tr([N†, N] X†X) = tr([N†, N] (XX† − X†X)).

Lean runs this step backwards, splitting the product with `Matrix.mul_sub` and the trace with `Matrix.trace_sub`.

```lean
/-- For arbitrary square `N` and `X`, the squared Hilbert-Schmidt norms of `[N, X]` and of
`[N†, X]` differ by `tr([N†, N] [X, X†])`. -/
theorem hsNormSq_comm_sub (N X : Matrix n n ℂ) :
    hsNormSq (matComm N X) - hsNormSq (matComm Nᴴ X)
      = trace (matComm Nᴴ N * matComm X Xᴴ) := by
  have h := hsNormSq_defect_sub N N X
  simp only [matComm, intertwineDefect] at h ⊢
  rw [h, Matrix.mul_sub, Matrix.trace_sub]
```

## (e) Equal defect norms for normal matrices

Task. For normal N and normal M and any m×n matrix X, show that ‖NX − XM‖² = ‖N†X − XM†‖².

Solution. Normality means [N†, N] = 0 and [M†, M] = 0, which are `hN0` and `hM0`. Both traces on the right of (c) vanish, so the two norms are equal.

```lean
/-- For normal `N` and `M` and any rectangular `X`, the matrices `N X - X M` and
`N† X - X M†` have the same squared Hilbert-Schmidt norm. -/
theorem hsNormSq_defect_adjoint {N : Matrix m m ℂ} {M : Matrix n n ℂ}
    (hN : IsNormal N) (hM : IsNormal M) (X : Matrix m n ℂ) :
    hsNormSq (intertwineDefect N M X) = hsNormSq (intertwineDefect Nᴴ Mᴴ X) := by
  have h := hsNormSq_defect_sub N M X
  have hN0 : matComm Nᴴ N = 0 := sub_eq_zero.2 hN
  have hM0 : matComm Mᴴ M = 0 := sub_eq_zero.2 hM
  rw [hN0, hM0] at h
  simp only [Matrix.zero_mul, Matrix.trace_zero, sub_zero] at h
  exact sub_eq_zero.1 h
```

## (f) The finite Fuglede–Putnam theorem

Task. For normal N and M, show that NX = XM holds exactly when N†X = XM†.

Solution. The argument is a chain of equivalences, using (b), then (e), then (b) again:

NX = XM ⇔ NX − XM = 0 ⇔ ‖NX − XM‖² = 0 ⇔ ‖N†X − XM†‖² = 0 ⇔ N†X − XM† = 0 ⇔ N†X = XM†.

The `calc` block has one line for each link. X is unrestricted: it need not be square, invertible or normal.

```lean
/-- Finite Fuglede-Putnam theorem: for normal `N` and `M`, `N X = X M` holds exactly when
`N† X = X M†`. -/
theorem fuglede_putnam {N : Matrix m m ℂ} {M : Matrix n n ℂ}
    (hN : IsNormal N) (hM : IsNormal M) (X : Matrix m n ℂ) :
    N * X = X * M ↔ Nᴴ * X = X * Mᴴ := by
  calc N * X = X * M
      ↔ intertwineDefect N M X = 0 := by rw [intertwineDefect, sub_eq_zero]
    _ ↔ hsNormSq (intertwineDefect N M X) = 0 := (hsNormSq_eq_zero_iff _).symm
    _ ↔ hsNormSq (intertwineDefect Nᴴ Mᴴ X) = 0 := by
        rw [hsNormSq_defect_adjoint hN hM X]
    _ ↔ intertwineDefect Nᴴ Mᴴ X = 0 := hsNormSq_eq_zero_iff _
    _ ↔ Nᴴ * X = X * Mᴴ := by rw [intertwineDefect, sub_eq_zero]
```

## (g) Equal commutator norms

Task. For normal N and any square X, show that ‖[N, X]‖² = ‖[N†, X]‖².

Solution. In (d) the factor [N†, N] is zero, so the right side is tr(0) = 0. The equality holds whether or not the commutators vanish, so a numerically small [N, X] gives an equally small [N†, X] in this norm, provided N is exactly normal. It is a statement about the Hilbert–Schmidt norm and about no other norm.

```lean
/-- For a normal matrix `N` and any square `X`, the commutators `[N, X]` and `[N†, X]` have
the same squared Hilbert-Schmidt norm. -/
theorem hsNormSq_comm_adjoint {N : Matrix n n ℂ} (hN : IsNormal N) (X : Matrix n n ℂ) :
    hsNormSq (matComm N X) = hsNormSq (matComm Nᴴ X) := by
  have h := hsNormSq_comm_sub N X
  have hN0 : matComm Nᴴ N = 0 := sub_eq_zero.2 hN
  rw [hN0, Matrix.zero_mul, Matrix.trace_zero] at h
  exact sub_eq_zero.1 h
```

## (h) The finite Fuglede theorem

Task. For normal N, show that NX = XN holds exactly when N†X = XN†.

Solution. Take M = N in (f), with the same normality hypothesis `hN` supplied twice.

```lean
/-- Finite Fuglede theorem: `X` commutes with a normal matrix `N` exactly when it commutes
with `N†`. -/
theorem fuglede {N : Matrix n n ℂ} (hN : IsNormal N) (X : Matrix n n ℂ) :
    N * X = X * N ↔ Nᴴ * X = X * Nᴴ :=
  fuglede_putnam hN hN X
```

## (i) Normality from the norm identity

Task. Show that N is normal if and only if ‖[N, X]‖² = ‖[N†, X]‖² for every X.

Solution. One direction is (g). For the other, choose X = N. Then [N, N] = 0, so

‖[N†, N]‖² = ‖[N, N]‖² = 0,

and (b) gives N†N − NN† = 0. These steps are `h0`, `h1` and `h2`. For any matrix that is not normal the identity of (g) thus fails for at least one X.

```lean
/-- A matrix `N` is normal exactly when `[N, X]` and `[N†, X]` have the same squared
Hilbert-Schmidt norm for every `X`. -/
theorem isNormal_iff_hsNormSq_eq (N : Matrix n n ℂ) :
    IsNormal N ↔ ∀ X, hsNormSq (matComm N X) = hsNormSq (matComm Nᴴ X) := by
  refine ⟨fun hN X => hsNormSq_comm_adjoint hN X, fun h => ?_⟩
  -- test the identity on X = N, where the left side vanishes
  have h0 : hsNormSq (matComm N N) = 0 := (hsNormSq_eq_zero_iff _).2 (sub_self (N * N))
  have h1 : hsNormSq (matComm Nᴴ N) = 0 := by rw [← h N, h0]
  have h2 : Nᴴ * N - N * Nᴴ = 0 := (hsNormSq_eq_zero_iff _).1 h1
  exact sub_eq_zero.1 h2
```

## (j) Normality from the commutant

Task. Show that N is normal if and only if every X that commutes with N also commutes with N†.

Solution. If N is normal, use the forward direction of (h). Conversely, X = N commutes with N, which is the trivial equation `rfl`, so the assumption gives N†N = NN†.

```lean
/-- A matrix `N` is normal exactly when every matrix commuting with `N` also commutes
with `N†`. -/
theorem isNormal_iff_commutant (N : Matrix n n ℂ) :
    IsNormal N ↔ ∀ X : Matrix n n ℂ, N * X = X * N → Nᴴ * X = X * Nᴴ :=
  ⟨fun hN X => (fuglede hN X).1, fun h => h N rfl⟩
```

## (k) A normal matrix that is not Hermitian

Task. Show that the shift S is normal, that S† ≠ S, and that ‖[S, P]‖² = ‖[S†, P]‖² = 2.

Solution. S is a real permutation matrix, so S† is its transpose and S†S = SS† = 1. Its element in row 0, column 1 is 1, while that of S† is 0, so S is not Hermitian. Further,

SP = S|0⟩⟨0| = |2⟩⟨0|,  PS = |0⟩⟨0|S = |0⟩⟨1|,

[S, P] = |2⟩⟨0| − |0⟩⟨1|.

Two elements have modulus 1 and the rest are zero, so (a) gives 2, and (g) gives the same value for [S†, P]. In Lean `hadj`, `hN` and `hc` are checked element by element, and the last norm is obtained from `hsNormSq_comm_adjoint`. The example shows that a normal matrix need not be Hermitian, but it does not test the normality hypothesis of (g): P is Hermitian, so [P, P†] = 0, and by (d) the norms of [N, P] and [N†, P] agree for every N. In (l) X is not normal, and there the hypothesis matters.

```lean
/-- The three-site cyclic shift is normal and not Hermitian, and the commutators of the shift
and of its adjoint with a site projector both have squared Hilbert-Schmidt norm `2`. -/
theorem isNormal_witness :
    IsNormal ringShift ∧ ringShiftᴴ ≠ ringShift ∧
      hsNormSq (matComm ringShift siteProj) = 2 ∧
      hsNormSq (matComm ringShiftᴴ siteProj) = 2 := by
  have hadj : ringShiftᴴ = !![0, 0, 1; 1, 0, 0; 0, 1, 0] := by
    ext i j
    fin_cases i <;> fin_cases j <;> simp [ringShift, Matrix.conjTranspose_apply]
  have hN : IsNormal ringShift := by
    unfold IsNormal
    rw [hadj]
    ext i j
    fin_cases i <;> fin_cases j <;> simp [ringShift, Matrix.mul_apply, Fin.sum_univ_succ]
  have hc : matComm ringShift siteProj = !![0, -1, 0; 0, 0, 0; 1, 0, 0] := by
    ext i j
    fin_cases i <;> fin_cases j <;>
      simp [matComm, ringShift, siteProj]
  have h2 : hsNormSq (matComm ringShift siteProj) = 2 := by
    rw [hc, hsNormSq_eq_sum]
    simp [Fin.sum_univ_three]
    norm_num
  refine ⟨hN, ?_, h2, ?_⟩
  · intro h
    rw [hadj] at h
    have h01 := congrFun (congrFun h 0) 1
    simp [ringShift] at h01
  · rw [← hsNormSq_comm_adjoint hN, h2]
```

## (l) What fails without normality

Task. For N = X = σ₊, show that ‖[N, X]‖² = 0 and ‖[N†, X]‖² = 2.

Solution. [σ₊, σ₊] = 0 has norm zero by (b). With σ₊† = |↓⟩⟨↑|,

σ₊†σ₊ = |↓⟩⟨↓|,  σ₊σ₊† = |↑⟩⟨↑|,

[σ₊†, σ₊] = diag(−1, 1),

which is `hc`, and (a) gives 1 + 1 = 2. The two norms differ, and by (b) X commutes with N but not with N†, so the conclusions of (g) and (h) both fail for this matrix.

```lean
/-- For the raising matrix `N` and `X = N`, the squared Hilbert-Schmidt norm of `[N, X]` is
`0` while that of `[N†, X]` is `2`. -/
theorem raising_counterexample :
    hsNormSq (matComm raising raising) = 0 ∧ hsNormSq (matComm raisingᴴ raising) = 2 := by
  have hadj : raisingᴴ = !![0, 0; 1, 0] := by
    ext i j
    fin_cases i <;> fin_cases j <;> simp [raising, Matrix.conjTranspose_apply]
  have hc : matComm raisingᴴ raising = !![-1, 0; 0, 1] := by
    rw [hadj]
    ext i j
    fin_cases i <;> fin_cases j <;>
      simp [matComm, raising]
  refine ⟨(hsNormSq_eq_zero_iff _).2 (sub_self (raising * raising)), ?_⟩
  rw [hc, hsNormSq_eq_sum]
  simp [Fin.sum_univ_two]
  norm_num

end

end FugledeTrace
```

```lean
#print axioms FugledeTrace.fuglede
#print axioms FugledeTrace.isNormal_iff_hsNormSq_eq
#print axioms FugledeTrace.isNormal_iff_commutant
#print axioms FugledeTrace.raising_counterexample
```

```
'FugledeTrace.fuglede' depends on axioms: [propext, Classical.choice, Quot.sound]
'FugledeTrace.isNormal_iff_hsNormSq_eq' depends on axioms: [propext, Classical.choice, Quot.sound]
'FugledeTrace.isNormal_iff_commutant' depends on axioms: [propext, Classical.choice, Quot.sound]
'FugledeTrace.raising_counterexample' depends on axioms: [propext, Classical.choice, Quot.sound]
```
